# The lowest energy of two opposite-spin electrons in a Hubbard double dot is (U − √(U² + 16t²))/2

A spin-up and a spin-down electron share two dots whose equal on-site energies are taken as the zero of energy, with tunnelling t > 0 and an interaction U, any real number, when both sit on the same dot. With E = (U − √(U² + 16t²))/2, `exactEnergy_ground` states that ⟨ψ|H|ψ⟩ ≥ E·∑ψᵢⱼ² for all real amplitudes, so that normalised ones have energy at least E. It also states that the symmetric, unnormalised amplitudes with −E on the doubly occupied configurations and 2t on the singly occupied ones satisfy Hψ = Eψ. For the bound, the attempt multiplies the excess ⟨ψ|H|ψ⟩ − E·∑ψᵢⱼ² by −E > 0 and uses E² − UE = 4t² to write the product as half a sum of squares; the eigenvalue equation is checked entry by entry.

In Lean, a first try:

```lean
import Mathlib

open Filter Topology Set

namespace ExactEnergyGround

noncomputable section

/-- The Hubbard Hamiltonian of a double dot with tunnelling `t` and on-site repulsion `U`, acting
on the amplitudes `ψ i j` for the spin-up electron on dot `i` and the spin-down one on dot `j`. -/
def hubbard (t U : ℝ) (ψ : Matrix (Fin 2) (Fin 2) ℝ) : Matrix (Fin 2) (Fin 2) ℝ :=
  !![U * ψ 0 0 - t * (ψ 0 1 + ψ 1 0), -t * (ψ 0 0 + ψ 1 1);
     -t * (ψ 0 0 + ψ 1 1), U * ψ 1 1 - t * (ψ 0 1 + ψ 1 0)]

/-- The expectation value `⟨ψ|H|ψ⟩` for real amplitudes, without normalization. -/
def energy (t U : ℝ) (ψ : Matrix (Fin 2) (Fin 2) ℝ) : ℝ :=
  ∑ i, ∑ j, ψ i j * hubbard t U ψ i j

/-- The closed form `(U - √(U² + 16t²))/2` of the exact singlet energy. -/
def exactEnergy (t U : ℝ) : ℝ := (U - √(U ^ 2 + 16 * t ^ 2)) / 2

/-- The energy is the repulsion of the doubly occupied configurations plus the tunnelling
between them and the singly occupied ones. -/
theorem energy_eq (t U : ℝ) (ψ : Matrix (Fin 2) (Fin 2) ℝ) :
    energy t U ψ = U * (ψ 0 0 ^ 2 + ψ 1 1 ^ 2)
      - 2 * t * ((ψ 0 0 + ψ 1 1) * (ψ 0 1 + ψ 1 0)) := by
  simp [energy, hubbard, Fin.sum_univ_two]
  ring

/-- For `t > 0`, the exact energy is negative and solves the secular equation
`E² - UE = 4t²`. -/
theorem exactEnergy_secular {t : ℝ} (U : ℝ) (ht : 0 < t) :
    exactEnergy t U ^ 2 - U * exactEnergy t U = 4 * t ^ 2 ∧ exactEnergy t U < 0 := by
  have hr : √(U ^ 2 + 16 * t ^ 2) ^ 2 = U ^ 2 + 16 * t ^ 2 := Real.sq_sqrt (by positivity)
  have hlt : U < √(U ^ 2 + 16 * t ^ 2) :=
    Real.lt_sqrt_of_sq_lt (by nlinarith [pow_pos ht 2])
  unfold exactEnergy
  exact ⟨by linear_combination hr / 4, by linarith⟩

/-- For `t > 0`, the exact energy bounds the Hubbard energy of all real two-electron amplitudes
from below, and it is the eigenvalue of an explicit singlet (symmetric amplitudes). -/
theorem exactEnergy_ground {t : ℝ} (U : ℝ) (ht : 0 < t) :
    (∀ ψ : Matrix (Fin 2) (Fin 2) ℝ,
      exactEnergy t U * ∑ i, ∑ j, ψ i j ^ 2 ≤ energy t U ψ) ∧
    hubbard t U !![-exactEnergy t U, 2 * t; 2 * t, -exactEnergy t U]
      = exactEnergy t U • !![-exactEnergy t U, 2 * t; 2 * t, -exactEnergy t U] := by
  obtain ⟨hq, hneg⟩ := exactEnergy_secular U ht
  generalize exactEnergy t U = E at *
  constructor
  · intro ψ
    rw [energy_eq]
    simp only [Fin.sum_univ_two]
    generalize ψ 0 0 = a
    generalize ψ 1 1 = b
    generalize ψ 0 1 = c
    generalize ψ 1 0 = d
    -- times `-E > 0`, the energy excess is a sum of squares
    have key : -E * (U * (a ^ 2 + b ^ 2) - 2 * t * ((a + b) * (c + d))
        - E * (a ^ 2 + c ^ 2 + (d ^ 2 + b ^ 2)))
        = ((2 * t * (a + b) + E * (c + d)) ^ 2 + (2 * t * (a - b)) ^ 2
          + (E * (c - d)) ^ 2) / 2 := by
      linear_combination (a ^ 2 + b ^ 2) * hq
    have hnn := (mul_nonneg_iff_of_pos_left (neg_pos.2 hneg)).1
      (key.symm ▸ (by positivity))
    linarith
  · ext i j
    fin_cases i <;> fin_cases j
    · show U * -E - t * (2 * t + 2 * t) = E * -E
      linarith
    · show -t * (-E + -E) = E * (2 * t)
      ring
    · show -t * (-E + -E) = E * (2 * t)
      ring
    · show U * -E - t * (2 * t + 2 * t) = E * -E
      linarith

end

end ExactEnergyGround
```

Lean reports:

```
Main.lean:64:19: error: invalid 'by' tactic, expected type has not been provided
Main.lean:64:7: error: invalid `▸` notation, the equality
  Eq.symm key
has type 
  ((2 * t * (a + b) + E * (c + d)) ^ 2 + (2 * t * (a - b)) ^ 2 + (E * (c - d)) ^ 2) / 2 =
    -E * (U * (a ^ 2 + b ^ 2) - 2 * t * ((a + b) * (c + d)) - E * (a ^ 2 + c ^ 2 + (d ^ 2 + b ^ 2)))
but neither side of the equality is mentioned in the type
  ?m.482
```

As a diff, the version that Lean accepts:

```diff
@@ -56,12 +56,14 @@
     generalize ψ 1 0 = d
     -- times `-E > 0`, the energy excess is a sum of squares
-    have key : -E * (U * (a ^ 2 + b ^ 2) - 2 * t * ((a + b) * (c + d))
-        - E * (a ^ 2 + c ^ 2 + (d ^ 2 + b ^ 2)))
-        = ((2 * t * (a + b) + E * (c + d)) ^ 2 + (2 * t * (a - b)) ^ 2
-          + (E * (c - d)) ^ 2) / 2 := by
-      linear_combination (a ^ 2 + b ^ 2) * hq
-    have hnn := (mul_nonneg_iff_of_pos_left (neg_pos.2 hneg)).1
-      (key.symm ▸ (by positivity))
-    linarith
+    have hpos : 0 ≤ -E * (U * (a ^ 2 + b ^ 2) - 2 * t * ((a + b) * (c + d))
+        - E * (a ^ 2 + c ^ 2 + (d ^ 2 + b ^ 2))) := by
+      have key : -E * (U * (a ^ 2 + b ^ 2) - 2 * t * ((a + b) * (c + d))
+          - E * (a ^ 2 + c ^ 2 + (d ^ 2 + b ^ 2)))
+          = ((2 * t * (a + b) + E * (c + d)) ^ 2 + (2 * t * (a - b)) ^ 2
+            + (E * (c - d)) ^ 2) / 2 := by
+        linear_combination (a ^ 2 + b ^ 2) * hq
+      rw [key]
+      positivity
+    linarith [(mul_nonneg_iff_of_pos_left (neg_pos.2 hneg)).1 hpos]
   · ext i j
     fin_cases i <;> fin_cases j
```

Cause. Both errors come from the term `key.symm ▸ (by positivity)`. `hnn` is given no type, so `mul_nonneg_iff_of_pos_left` asks only for a proof that `-E` times some still unknown factor is nonnegative. With that factor open, `▸` has no definite goal to rewrite, and falls back on the type of the term to its right. But that term is a `by` block, which needs to be told what to prove: hence "expected type has not been provided". Its type stays the unknown `?m.482`, in which `▸` finds neither side of `key`, and this is the second message.

The repair states the missing inequality as `hpos`. Now `rw [key]` has a definite goal, which it turns into the nonnegativity of half a sum of squares, and `positivity` proves that. Applied to `hpos`, the lemma can read off the factor, and `linarith` gets the inequality it needs. The identity `key` and its proof are unchanged; moving them inside `hpos`, and handing the result straight to `linarith` without the name `hnn`, is mere tidying.
